# Two-sided bounds on the largest eigenvalue of the linearized Roothaan step with a level shift

## A small change that is not a small error

With a large level shift, a self-consistent field calculation may change very little from one cycle to the next and still be far from its solution. If the small change is read as a small error, the calculation stops too early. To judge the risk, it helps to know how close to one the factor can come by which a cycle multiplies an eigenmode of the error. For the linearized iteration in a finite real basis, near a solution with positive orbital gaps and no negative curvature of the energy, the bounds below answer this in terms of the shift, the orbital gaps and the lowest curvature.

## The step in a calculation

Near a converged solution, let \(x\) be the error, with one component for each occupied–virtual orbital pair. Let \(\Omega\) be the diagonal matrix of orbital gaps \(\omega_i\in[w,W]\), with \(w>0\), and let the real symmetric matrix \(K\) describe the response of the Fock matrix. The block of the Fock matrix between the current occupied and virtual orbitals is then, to first order, \((\Omega+K)x\).

A code applies the shift \(b\ge0\) by adding \(b\) to the virtual orbital energies before diagonalizing. In a nonorthogonal basis with overlap \(S\) and occupied projector density \(P\), normalized so that \(PSP=P\), this means replacing the Fock matrix \(F\) by \(F+b(S-SPS)\). To first order, diagonalization divides the occupied–virtual block by the shifted gaps, so the error becomes \(Mx\) with

\[
M=1-D^{-1}H,\qquad D=\Omega+b,\qquad H=\Omega+K .
\]

## Statement

Let \(m\ge0\) be the least eigenvalue of \(H\). Then every complex eigenvalue of \(M\) is real, and the largest, \(\mu_{\max}\), satisfies

\[
1-\frac{m}{b+w}\le\mu_{\max}\le1-\frac{m}{b+W}.
\]

Up to a positive constant factor, \(H\) is the matrix of second derivatives of the energy with respect to real orbital rotations, and, up to the same factor, \(m\) is the lowest curvature of the energy. The condition \(m\ge0\) says that, to second order, the energy does not decrease under the real orbital rotations that the calculation admits (only spin-restricted ones in a spin-restricted calculation). For \(m>0\) the solution is a local minimum among these rotations; for \(m=0\) the second order does not decide. If \(m=0\), then \(\mu_{\max}=1\) for every shift. For a single pair one can take \(w=W\), and both bounds are then equalities.

In Lean, `ω : n → ℝ` holds the gaps, the finite type `n` labels the pairs, and `levelShiftMap ω K b` is \(M\). `eigenvalueSet` collects real eigenvalues with nonzero eigenvectors; `IsLeast` and `IsGreatest` express that \(m\) and \(\mu_{\max}\) belong to their sets and bound them. Reality is stated for the same matrix with complex entries, acting on complex vectors.

The linearization is the starting point and is not derived from the Hartree–Fock equations. The nonlinear iteration far from the solution, complex orbital rotations and acceleration schemes such as DIIS are not treated.

## Derivation

**Eigenvalue equation.** Since \(Hx=D(x-Mx)\) and \(D\) is invertible, \(Mv=\mu v\) is equivalent to \(Hv=(1-\mu)Dv\).

**Reality.** Let \(x+iy\ne0\) be an eigenvector with eigenvalue \(\alpha+i\beta\). Then \(Mx=\alpha x-\beta y\) and \(My=\beta x+\alpha y\), so

\[
\begin{aligned}
y\cdot Hx&=(1-\alpha)\,y\cdot Dx+\beta\,y\cdot Dy,\\
x\cdot Hy&=(1-\alpha)\,x\cdot Dy-\beta\,x\cdot Dx .
\end{aligned}
\]

By symmetry of \(H\) and \(D\), subtraction gives \(\beta(x\cdot Dx+y\cdot Dy)=0\). The bracket is positive, hence \(\beta=0\).

**Largest eigenvalue.** Let \(\nu\) be the minimum of \(x\cdot Hx/x\cdot Dx\) over nonzero \(x\), attained at \(v\). The matrix \(A=H-\nu D\) is positive semidefinite and \(v\cdot Av=0\). For all \(x\) and real \(t\),

\[
0\le(v+tx)\cdot A(v+tx)=2t\,x\cdot Av+t^2\,x\cdot Ax,
\]

which forces \(x\cdot Av=0\), so \(Hv=\nu Dv\). Thus \(1-\nu\) is an eigenvalue of \(M\). Any other eigenvalue \(\mu\), with eigenvector \(z\), has \(1-\mu=z\cdot Hz/z\cdot Dz\ge\nu\). Hence \(\mu_{\max}=1-\nu\).

**Bounds.** The same minimization with \(D\) replaced by the identity gives \(m|x|^2\le x\cdot Hx\), so \(\nu\ge0\). Also \((b+w)|x|^2\le x\cdot Dx\le(b+W)|x|^2\). With \(Hu=mu\), \(u\ne0\),

\[
\begin{aligned}
\nu(b+w)|u|^2&\le\nu\,u\cdot Du\le u\cdot Hu=m|u|^2,\\
m|v|^2&\le v\cdot Hv=\nu\,v\cdot Dv\le\nu(b+W)|v|^2 .
\end{aligned}
\]

Therefore \(m/(b+W)\le\nu\le m/(b+w)\).

## What a larger shift costs

If \(x\cdot Hx\le(b+w)|x|^2\) for all \(x\), then \(x\cdot Hx\le x\cdot Dx\), so \(1-\mu\le1\) and no eigenvalue of \(M\) is negative. The linearized error then has no mode that alternates in sign.

The price is a slow mode. If \(m\le b+w\), the eigenvector \(v\) of \(\mu_{\max}\) obeys \(M^kv=\mu_{\max}^k v\), and each component retains at least the fraction \((1-m/(b+w))^k\) of its size after \(k\) steps. Multiplying the bounds on \(1-\mu_{\max}\) by \(b\) gives

\[
b\,(1-\mu_{\max})\to m\qquad(b\to\infty).
\]

For \(m>0\), this is the precise sense in which convergence slows as \(1/b\).

## The Lean file and its proof

```lean
import Mathlib

open Matrix Filter Topology

namespace RoothaanLevelShift

noncomputable section

variable {n : Type*} [Fintype n] [DecidableEq n]

/-- The error-propagation matrix `1 - (Ω + b)⁻¹ (Ω + K)` of the linearized Roothaan iteration
with orbital gaps `ω`, coupling `K` and level shift `b`. -/
def levelShiftMap (ω : n → ℝ) (K : Matrix n n ℝ) (b : ℝ) : Matrix n n ℝ :=
  1 - (diagonal fun i => ω i + b)⁻¹ * (diagonal ω + K)

/-- The set of real eigenvalues of a real matrix. -/
def eigenvalueSet (A : Matrix n n ℝ) : Set ℝ :=
  {μ | ∃ v : n → ℝ, v ≠ 0 ∧ A *ᵥ v = μ • v}

/-- A diagonal quadratic form with positive weights is positive on nonzero vectors. -/
theorem weight_pos {d : n → ℝ} (hd : ∀ i, 0 < d i) {x : n → ℝ} (hx : x ≠ 0) :
    0 < x ⬝ᵥ diagonal d *ᵥ x := by
  obtain ⟨i, hi⟩ := Function.ne_iff.mp hx
  simp only [dotProduct, mulVec_diagonal]
  refine Finset.sum_pos' (fun j _ => ?_) ⟨i, Finset.mem_univ i, ?_⟩
  · nlinarith [mul_nonneg (hd j).le (mul_self_nonneg (x j))]
  · nlinarith [mul_pos (hd i) (mul_self_pos.mpr hi)]

/-- A diagonal quadratic form with weights in `[c, C]` lies between `c` and `C` times the
squared length. -/
theorem weight_bounds {d : n → ℝ} {c C : ℝ} (h : ∀ i, c ≤ d i ∧ d i ≤ C) (x : n → ℝ) :
    c * (x ⬝ᵥ x) ≤ x ⬝ᵥ diagonal d *ᵥ x ∧ x ⬝ᵥ diagonal d *ᵥ x ≤ C * (x ⬝ᵥ x) := by
  simp only [dotProduct, mulVec_diagonal, Finset.mul_sum]
  constructor <;> refine Finset.sum_le_sum fun i _ => ?_
  · nlinarith [mul_le_mul_of_nonneg_right (h i).1 (mul_self_nonneg (x i))]
  · nlinarith [mul_le_mul_of_nonneg_right (h i).2 (mul_self_nonneg (x i))]

/-- The decrease of the error in one step (old minus new), weighted by the shifted gaps, is the
matrix `Ω + K` applied to the error. -/
theorem step_equation {ω : n → ℝ} {b : ℝ} (K : Matrix n n ℝ) (hd : ∀ i, 0 < ω i + b)
    (x : n → ℝ) : (diagonal ω + K) *ᵥ x =
      (diagonal fun i => ω i + b) *ᵥ (x - levelShiftMap ω K b *ᵥ x) := by
  have hu : IsUnit (diagonal fun i => ω i + b).det := by
    rw [det_diagonal]
    exact (Finset.prod_ne_zero_iff.mpr fun i _ => (hd i).ne').isUnit
  rw [levelShiftMap, Matrix.sub_mulVec, Matrix.one_mulVec, sub_sub_cancel,
    Matrix.mulVec_mulVec, ← Matrix.mul_assoc, Matrix.mul_nonsing_inv _ hu, Matrix.one_mul]

/-- A vector is multiplied by `μ` in each step exactly when it solves the generalized eigenvalue
problem `(Ω + K) v = (1 - μ) (Ω + b) v`. -/
theorem eigen_iff {ω : n → ℝ} {b : ℝ} (K : Matrix n n ℝ) (hd : ∀ i, 0 < ω i + b)
    (v : n → ℝ) (μ : ℝ) : levelShiftMap ω K b *ᵥ v = μ • v ↔
      (diagonal ω + K) *ᵥ v = (1 - μ) • ((diagonal fun i => ω i + b) *ᵥ v) := by
  rw [step_equation K hd v]
  constructor
  · intro h
    rw [h, ← Matrix.mulVec_smul, sub_smul, one_smul]
  · intro h
    funext i
    have hi := congrFun h i
    simp only [mulVec_diagonal, Pi.sub_apply, Pi.smul_apply, smul_eq_mul] at hi ⊢
    apply mul_left_cancel₀ (hd i).ne'
    linear_combination -hi

/-- A symmetric matrix with a positive diagonal metric has a generalized eigenvector whose
eigenvalue bounds the generalized Rayleigh quotient from below. -/
theorem exists_lowest_mode [Nonempty n] {A : Matrix n n ℝ} (hA : A.IsSymm) {d : n → ℝ}
    (hd : ∀ i, 0 < d i) : ∃ (ν : ℝ) (v : n → ℝ), v ≠ 0 ∧ A *ᵥ v = ν • (diagonal d *ᵥ v) ∧
      ∀ x : n → ℝ, ν * (x ⬝ᵥ diagonal d *ᵥ x) ≤ x ⬝ᵥ A *ᵥ x := by
  have hq : ∀ B : Matrix n n ℝ, Continuous fun x : n → ℝ => x ⬝ᵥ B *ᵥ x := fun B => by
    simp only [dotProduct, Matrix.mulVec]
    fun_prop
  have hs : ∀ x ∈ Metric.sphere (0 : n → ℝ) 1, x ≠ 0 := by
    intro x hx h
    rw [mem_sphere_zero_iff_norm, h, norm_zero] at hx
    exact zero_ne_one hx
  have hne : (Metric.sphere (0 : n → ℝ) 1).Nonempty :=
    ⟨fun _ => 1, by rw [mem_sphere_zero_iff_norm, pi_norm_const, norm_one]⟩
  -- the Rayleigh quotient attains its minimum on the unit sphere
  obtain ⟨v, hv, hmin⟩ := (isCompact_sphere (0 : n → ℝ) 1).exists_isMinOn hne
    (ContinuousOn.div (hq A).continuousOn (hq (diagonal d)).continuousOn
      fun x hx => (weight_pos hd (hs x hx)).ne')
  obtain ⟨ν, hν⟩ : ∃ ν, ν = (v ⬝ᵥ A *ᵥ v) / (v ⬝ᵥ diagonal d *ᵥ v) := ⟨_, rfl⟩
  have hbound : ∀ x : n → ℝ, ν * (x ⬝ᵥ diagonal d *ᵥ x) ≤ x ⬝ᵥ A *ᵥ x := by
    intro x
    by_cases hx : x = 0
    · simp [hx]
    have hc : 0 < ‖x‖⁻¹ := inv_pos.mpr (norm_pos_iff.mpr hx)
    have hy : ‖x‖⁻¹ • x ∈ Metric.sphere (0 : n → ℝ) 1 := by
      rw [mem_sphere_zero_iff_norm, norm_smul, norm_inv, norm_norm]
      exact inv_mul_cancel₀ (norm_ne_zero_iff.mpr hx)
    have h := isMinOn_iff.mp hmin _ hy
    simp only [Pi.div_apply] at h
    rw [← hν, le_div_iff₀ (weight_pos hd (hs _ hy))] at h
    simp only [Matrix.mulVec_smul, dotProduct_smul, smul_dotProduct, smul_eq_mul] at h
    exact le_of_mul_le_mul_left (by linarith) (mul_pos hc hc)
  -- the minimizer is a null vector of the positive semidefinite matrix `A - ν D`
  have hform : ∀ x : n → ℝ, x ⬝ᵥ (A - ν • diagonal d) *ᵥ x =
      x ⬝ᵥ A *ᵥ x - ν * (x ⬝ᵥ diagonal d *ᵥ x) := fun x => by
    rw [Matrix.sub_mulVec, Matrix.smul_mulVec, dotProduct_sub, dotProduct_smul, smul_eq_mul]
  have hherm : (A - ν • diagonal d).IsHermitian := by
    rw [Matrix.IsHermitian, conjTranspose_eq_transpose_of_trivial, transpose_sub,
      transpose_smul, diagonal_transpose, hA.eq]
  have hpsd : (A - ν • diagonal d).PosSemidef :=
    PosSemidef.of_dotProduct_mulVec_nonneg hherm fun x => by
      rw [star_trivial, hform]
      linarith [hbound x]
  have hz := (hpsd.dotProduct_mulVec_zero_iff v).1 (by
    rw [star_trivial, hform, hν, div_mul_cancel₀ _ (weight_pos hd (hs v hv)).ne', sub_self])
  rw [Matrix.sub_mulVec, Matrix.smul_mulVec] at hz
  exact ⟨ν, v, hs v hv, sub_eq_zero.mp hz, hbound⟩

/-- Every complex eigenvalue of the level-shifted iteration matrix is real. -/
theorem eigenvalue_real {ω : n → ℝ} {K : Matrix n n ℝ} {b : ℝ} (hK : K.IsSymm)
    (hd : ∀ i, 0 < ω i + b) {μ : ℂ} {v : n → ℂ} (hv : v ≠ 0)
    (h : (levelShiftMap ω K b).map Complex.ofReal *ᵥ v = μ • v) : μ.im = 0 := by
  -- split the eigenvector into real and imaginary parts
  obtain ⟨x, y, hx, hy, hne⟩ : ∃ x y : n → ℝ,
      levelShiftMap ω K b *ᵥ x = μ.re • x - μ.im • y ∧
      levelShiftMap ω K b *ᵥ y = μ.im • x + μ.re • y ∧ (x ≠ 0 ∨ y ≠ 0) := by
    refine ⟨fun i => (v i).re, fun i => (v i).im, ?_, ?_, ?_⟩
    · funext i
      have hi := congrArg Complex.re (congrFun h i)
      simpa [Matrix.mulVec, dotProduct] using hi
    · funext i
      have hi := congrArg Complex.im (congrFun h i)
      simp [Matrix.mulVec, dotProduct] at hi ⊢
      linarith
    · by_contra hc
      obtain ⟨h1, h2⟩ := not_or.mp hc
      exact hv (funext fun i => Complex.ext (congrFun (not_not.mp h1) i)
        (congrFun (not_not.mp h2) i))
  have hsym : ∀ A : Matrix n n ℝ, A.IsSymm → y ⬝ᵥ A *ᵥ x = x ⬝ᵥ A *ᵥ y := fun A hA => by
    rw [Matrix.dotProduct_mulVec, ← Matrix.mulVec_transpose, hA.eq, dotProduct_comm]
  have hD := hsym _ (isSymm_diagonal fun i => ω i + b)
  have key := hsym _ ((isSymm_diagonal ω).add hK)
  rw [step_equation K hd x, step_equation K hd y, hx, hy] at key
  simp only [Matrix.mulVec_sub, Matrix.mulVec_add, Matrix.mulVec_smul, dotProduct_sub,
    dotProduct_add, dotProduct_smul, smul_eq_mul] at key
  have hnn : ∀ z : n → ℝ, 0 ≤ z ⬝ᵥ (diagonal fun i => ω i + b) *ᵥ z := fun z => by
    by_cases hz : z = 0
    · simp [hz]
    · exact (weight_pos hd hz).le
  have hpos : 0 < x ⬝ᵥ (diagonal fun i => ω i + b) *ᵥ x +
      y ⬝ᵥ (diagonal fun i => ω i + b) *ᵥ y := by
    rcases hne with hz | hz
    · linarith [weight_pos hd hz, hnn y]
    · linarith [weight_pos hd hz, hnn x]
  refine (mul_eq_zero.mp ?_).resolve_right hpos.ne'
  linear_combination key - (1 - μ.re) * hD

/-- With gaps in `[w, W]` and least eigenvalue `m ≥ 0` of `Ω + K`, the level-shifted iteration
matrix has only real eigenvalues, the largest between `1 - m/(b+w)` and `1 - m/(b+W)`. -/
theorem largest_eigenvalue_bounds {ω : n → ℝ} {K : Matrix n n ℝ} {b w W m : ℝ}
    (hK : K.IsSymm) (hw : 0 < w) (hω : ∀ i, w ≤ ω i ∧ ω i ≤ W) (hb : 0 ≤ b)
    (hm : IsLeast (eigenvalueSet (diagonal ω + K)) m) (hm0 : 0 ≤ m) :
    (∀ (μ : ℂ) (v : n → ℂ), v ≠ 0 →
      (levelShiftMap ω K b).map Complex.ofReal *ᵥ v = μ • v → μ.im = 0) ∧
    ∃ μ, IsGreatest (eigenvalueSet (levelShiftMap ω K b)) μ ∧
      1 - m / (b + w) ≤ μ ∧ μ ≤ 1 - m / (b + W) := by
  have hd : ∀ i, 0 < ω i + b := fun i => by linarith [(hω i).1]
  refine ⟨fun μ v hv h => eigenvalue_real hK hd hv h, ?_⟩
  obtain ⟨u, hu, hHu⟩ := hm.1
  obtain ⟨i, -⟩ := Function.ne_iff.mp hu
  have : Nonempty n := ⟨i⟩
  have hH : (diagonal ω + K).IsSymm := (isSymm_diagonal ω).add hK
  have hN : ∀ z : n → ℝ, z ≠ 0 → 0 < z ⬝ᵥ z := fun z hz => by
    have h := weight_pos (d := fun _ => (1 : ℝ)) (fun _ => one_pos) hz
    rwa [Matrix.diagonal_one, Matrix.one_mulVec] at h
  have hB := weight_bounds (d := fun i => ω i + b) (c := b + w) (C := b + W)
    fun i => ⟨by linarith [(hω i).1], by linarith [(hω i).2]⟩
  -- lowest modes in the unit metric and in the metric of the shifted gaps
  obtain ⟨m', v', hv', he', hR⟩ :=
    exists_lowest_mode hH (d := fun _ => (1 : ℝ)) (fun _ => one_pos)
  simp only [Matrix.diagonal_one, Matrix.one_mulVec] at he' hR
  have hmm : m ≤ m' := hm.2 ⟨v', hv', he'⟩
  obtain ⟨ν, v, hv, he, hmin⟩ := exists_lowest_mode hH hd
  have hP := weight_pos hd hv
  have h1 : m * (v ⬝ᵥ v) ≤ ν * (v ⬝ᵥ (diagonal fun i => ω i + b) *ᵥ v) := by
    have h := hR v
    rw [he, dotProduct_smul, smul_eq_mul] at h
    exact (mul_le_mul_of_nonneg_right hmm (hN v hv).le).trans h
  have hν : 0 ≤ ν := by
    refine le_of_mul_le_mul_right ?_ hP
    rw [zero_mul]
    exact (mul_nonneg hm0 (hN v hv).le).trans h1
  refine ⟨1 - ν, ⟨⟨v, hv, (eigen_iff K hd v _).2 (by rw [sub_sub_cancel, he])⟩, ?_⟩, ?_, ?_⟩
  · rintro μ ⟨z, hz, hμ⟩
    have h := hmin z
    rw [(eigen_iff K hd z μ).1 hμ, dotProduct_smul, smul_eq_mul] at h
    linarith [le_of_mul_le_mul_right h (weight_pos hd hz)]
  · have h := hmin u
    rw [hHu, dotProduct_smul, smul_eq_mul] at h
    have h2 := mul_le_mul_of_nonneg_left (hB u).1 hν
    have h3 : ν * (b + w) ≤ m := le_of_mul_le_mul_right (by linarith) (hN u hu)
    linarith [(le_div_iff₀ (by linarith : 0 < b + w)).2 h3]
  · have h2 := mul_le_mul_of_nonneg_left (hB v).2 hν
    have h3 : m ≤ ν * (b + W) := le_of_mul_le_mul_right (by linarith) (hN v hv)
    linarith [(div_le_iff₀ (by linarith [hω i] : 0 < b + W)).2 h3]

/-- If the quadratic form of `Ω + K` is at most `b + w` times the squared length, the
level-shifted iteration matrix has no negative eigenvalue. -/
theorem eigenvalue_nonneg {ω : n → ℝ} {K : Matrix n n ℝ} {b w : ℝ}
    (hw : ∀ i, w ≤ ω i) (hbw : 0 < b + w)
    (hM : ∀ x : n → ℝ, x ⬝ᵥ (diagonal ω + K) *ᵥ x ≤ (b + w) * (x ⬝ᵥ x))
    {μ : ℝ} (hμ : μ ∈ eigenvalueSet (levelShiftMap ω K b)) : 0 ≤ μ := by
  have hd : ∀ i, 0 < ω i + b := fun i => by linarith [hw i]
  obtain ⟨v, hv, h⟩ := hμ
  have h1 := hM v
  rw [(eigen_iff K hd v μ).1 h, dotProduct_smul, smul_eq_mul] at h1
  have h2 : (b + w) * (v ⬝ᵥ v) ≤ v ⬝ᵥ (diagonal fun i => ω i + b) *ᵥ v := by
    simp only [dotProduct, mulVec_diagonal, Finset.mul_sum]
    refine Finset.sum_le_sum fun i _ => ?_
    nlinarith [mul_le_mul_of_nonneg_right (hw i) (mul_self_nonneg (v i))]
  have h3 : 1 - μ ≤ 1 := le_of_mul_le_mul_right (by linarith) (weight_pos hd hv)
  linarith

/-- Some nonzero initial error keeps, in every component, at least the fraction
`(1 - m/(b+w))^k` of its size after `k` level-shifted steps. -/
theorem slow_mode {ω : n → ℝ} {K : Matrix n n ℝ} {b w W m : ℝ}
    (hK : K.IsSymm) (hw : 0 < w) (hω : ∀ i, w ≤ ω i ∧ ω i ≤ W) (hb : 0 ≤ b)
    (hm : IsLeast (eigenvalueSet (diagonal ω + K)) m) (hm0 : 0 ≤ m) (hmb : m ≤ b + w) :
    ∃ v : n → ℝ, v ≠ 0 ∧ ∀ (k : ℕ) (i : n),
      (1 - m / (b + w)) ^ k * |v i| ≤ |(levelShiftMap ω K b ^ k *ᵥ v) i| := by
  obtain ⟨-, μ, ⟨⟨v, hv, he⟩, -⟩, hlow, -⟩ := largest_eigenvalue_bounds hK hw hω hb hm hm0
  have h0 : 0 ≤ 1 - m / (b + w) :=
    sub_nonneg.mpr ((div_le_one (by linarith)).2 hmb)
  have hpow : ∀ k : ℕ, levelShiftMap ω K b ^ k *ᵥ v = μ ^ k • v := by
    intro k
    induction k with
    | zero => simp
    | succ k ih =>
      rw [pow_succ, ← Matrix.mulVec_mulVec, he, Matrix.mulVec_smul, ih, smul_smul, pow_succ']
  refine ⟨v, hv, fun k i => ?_⟩
  rw [hpow, Pi.smul_apply, smul_eq_mul, abs_mul, abs_of_nonneg (pow_nonneg (h0.trans hlow) k)]
  exact mul_le_mul_of_nonneg_right (pow_le_pow_left₀ h0 hlow k) (abs_nonneg _)

/-- As the level shift `b` grows, the distance of the largest eigenvalue from one, multiplied
by `b`, tends to the least eigenvalue `m` of `Ω + K`. -/
theorem gap_asymptotics {ω : n → ℝ} {K : Matrix n n ℝ} {m : ℝ} (hK : K.IsSymm)
    (hω : ∀ i, 0 < ω i) (hm : IsLeast (eigenvalueSet (diagonal ω + K)) m) (hm0 : 0 ≤ m)
    {top : ℝ → ℝ}
    (htop : ∀ b, 0 ≤ b → IsGreatest (eigenvalueSet (levelShiftMap ω K b)) (top b)) :
    Tendsto (fun b => b * (1 - top b)) atTop (𝓝 m) := by
  obtain ⟨u, hu, -⟩ := hm.1
  obtain ⟨i, -⟩ := Function.ne_iff.mp hu
  have : Nonempty n := ⟨i⟩
  obtain ⟨p, hp⟩ := Finite.exists_min ω
  obtain ⟨q, hq⟩ := Finite.exists_max ω
  have hlim : ∀ c : ℝ, 0 < c → Tendsto (fun b : ℝ => b * (m / (b + c))) atTop (𝓝 m) := by
    intro c hc
    have h1 : Tendsto (fun b : ℝ => m * c / (b + c)) atTop (𝓝 0) :=
      tendsto_const_nhds.div_atTop (tendsto_atTop_add_const_right _ c tendsto_id)
    have h2 : Tendsto (fun b : ℝ => m - m * c / (b + c)) atTop (𝓝 m) := by
      simpa using tendsto_const_nhds.sub h1
    refine h2.congr' ?_
    filter_upwards [eventually_ge_atTop (0 : ℝ)] with b hb
    have hbc : b + c ≠ 0 := by positivity
    field_simp
    ring
  -- squeeze between the two bounds of the main theorem
  have hbd : ∀ b : ℝ, 0 ≤ b → b * (m / (b + ω q)) ≤ b * (1 - top b) ∧
      b * (1 - top b) ≤ b * (m / (b + ω p)) := by
    intro b hb
    obtain ⟨-, μ, hμ, h1, h2⟩ :=
      largest_eigenvalue_bounds hK (hω p) (fun j => ⟨hp j, hq j⟩) hb hm hm0
    rw [(htop b hb).unique hμ]
    exact ⟨mul_le_mul_of_nonneg_left (by linarith) hb,
      mul_le_mul_of_nonneg_left (by linarith) hb⟩
  refine tendsto_of_tendsto_of_tendsto_of_le_of_le' (hlim _ (hω q)) (hlim _ (hω p)) ?_ ?_
  · filter_upwards [eventually_ge_atTop (0 : ℝ)] with b hb using (hbd b hb).1
  · filter_upwards [eventually_ge_atTop (0 : ℝ)] with b hb using (hbd b hb).2

end

end RoothaanLevelShift
```

```lean
#print axioms RoothaanLevelShift.largest_eigenvalue_bounds
-- 'RoothaanLevelShift.largest_eigenvalue_bounds' depends on axioms: [propext, Classical.choice, Quot.sound]
#print axioms RoothaanLevelShift.eigenvalue_nonneg
-- 'RoothaanLevelShift.eigenvalue_nonneg' depends on axioms: [propext, Classical.choice, Quot.sound]
#print axioms RoothaanLevelShift.slow_mode
-- 'RoothaanLevelShift.slow_mode' depends on axioms: [propext, Classical.choice, Quot.sound]
#print axioms RoothaanLevelShift.gap_asymptotics
-- 'RoothaanLevelShift.gap_asymptotics' depends on axioms: [propext, Classical.choice, Quot.sound]
```

The docstrings leave out standing hypotheses that appear in the statements: `step_equation` and `eigen_iff` assume \(\omega_i+b>0\); `eigenvalue_real` assumes this and a symmetric \(K\); `largest_eigenvalue_bounds` assumes a symmetric \(K\), \(w>0\) and \(b\ge0\); `slow_mode` assumes all hypotheses of that theorem and \(m\le b+w\); `gap_asymptotics` assumes a symmetric \(K\), positive gaps and \(m\ge0\); `eigenvalue_nonneg` assumes that every gap is at least \(w\) and that \(b+w>0\); `exists_lowest_mode` assumes that there is at least one pair. `step_equation` and `eigen_iff` give the eigenvalue equation. `weight_pos` and `weight_bounds` supply the inequalities for \(D\), term by term in the sum.

`exists_lowest_mode` carries out the minimization. It uses compactness of the unit sphere in the maximum norm, which serves as well as the Euclidean one because the quotient does not depend on the length of \(x\). Mathlib's `dotProduct_mulVec_zero_iff` replaces the argument with \(t\).

In `eigenvalue_real`, `key` is the symmetry relation for \(H\) after substitution, and the final `linear_combination` is the subtraction done above. `largest_eigenvalue_bounds` calls `exists_lowest_mode` twice, with the unit metric and with \(D\), and then tests the inequalities on `u` and `v`.

`eigenvalue_nonneg` compares the two quadratic forms. `slow_mode` obtains the powers of \(M\) by induction on `k`. `gap_asymptotics` takes the smallest and largest gaps as \(w\) and \(W\) and squeezes \(b(1-\mu_{\max})\) between two functions that tend to \(m\).
